# For a diagonal density matrix and a fixed diagonal Fock matrix, orbital-rotation curvature is nonnegative exactly in aufbau order

The orbitals are orthonormal and labelled by a finite index type `ι`, and all matrices are real. The code first fixes a matrix norm, which is needed to differentiate the matrix exponential; in finite dimension the choice of norm does not affect the derivative.

```lean
import Mathlib

open Matrix

namespace OrbitalRotationStability

noncomputable section

attribute [local instance] Matrix.linftyOpNormedRing Matrix.linftyOpNormedAlgebra

variable {ι : Type*} [Fintype ι] [DecidableEq ι]
```

The commutator is $[A,B]=AB-BA$.

```lean
/-- The commutator `[A, B] = A B - B A` of two real matrices. -/
def comm (A B : Matrix ι ι ℝ) : Matrix ι ι ℝ := A * B - B * A
```

For a Fock matrix $F$, a density matrix $N$ and a generator $K$, the energy along the transformation is

$$E_N(t)=\operatorname{tr}\!\left(F\,e^{tK}N\,e^{-tK}\right).$$

When $K$ is antisymmetric, $K^T=-K$, the matrix $e^{tK}$ is orthogonal and the transformation is an orbital rotation. The definition itself accepts any real $K$.

```lean
/-- The energy `tr(F exp(tK) N exp(-tK))` of the density matrix `N` transformed by `exp(tK)`,
with the Fock matrix `F` held fixed. -/
def energy (F N K : Matrix ι ι ℝ) (t : ℝ) : ℝ :=
  trace (F * (NormedSpace.exp (t • K) * N * NormedSpace.exp (t • (-K))))
```

The curvature is defined algebraically as $C(K)=\operatorname{tr}(F[K,[K,N]])$; part (b) justifies the name.

```lean
/-- The double-commutator expression `tr(F [K, [K, N]])`. -/
def curvature (F N K : Matrix ι ι ℝ) : ℝ := trace (F * comm K (comm K N))
```

The generator $R^{pq}$ mixes only orbitals $p$ and $q$. With Kronecker deltas, its entries are $R^{pq}_{ab}=\delta_{ap}\delta_{bq}-\delta_{aq}\delta_{bp}$, so it is zero when $p=q$.

```lean
/-- The generator that rotates the orbitals `p` and `q` into each other: its entry `(p, q)` is
`1` and its entry `(q, p)` is `-1` when `p ≠ q`, and all other entries vanish. -/
def pairRotation (p q : ι) : Matrix ι ι ℝ :=
  Matrix.of fun a b =>
    (if a = p then 1 else 0) * (if b = q then 1 else 0)
      - (if a = q then 1 else 0) * (if b = p then 1 else 0)
```

From part (d) on, $F=\operatorname{diag}(e_p)$ and $N=\operatorname{diag}(n_p)$, with orbital energies $e_p$ and occupations $n_p$. The occupations may be any real numbers; neither the Pauli bounds nor a fixed electron number is imposed.

In electronic structure, for antisymmetric $K$ and the Fock matrix $F$ built from the density matrix $N$, $C(K)$ is the orbital-energy part of the second derivative of the SCF energy along an orbital rotation. In the model used here $F$ does not respond to the rotation, so the two-electron response terms of a full Hartree–Fock or Kohn–Sham stability analysis are absent.

## (a) Slope along the transformation

Show that differentiating the energy replaces $N$ by a commutator:
$$E_N'(t)=E_{[K,N]}(t).$$

Since $\frac{d}{dt}e^{tK}=e^{tK}K$ and $\frac{d}{dt}e^{-tK}=-Ke^{-tK}$, the product rule gives
$$E_N'(t)=\operatorname{tr}\!\left(F\,e^{tK}(KN-NK)e^{-tK}\right).$$

In the proof, `key` takes the derivative through the trace, which is linear. The two exponentials are then treated as arbitrary matrices `U` and `V`, and `noncomm_ring` compares the products without commuting any factors.

```lean
/-- The slope of the energy along the transformation is the same expression with the density
matrix `N` replaced by `[K, N]`. -/
theorem hasDerivAt_energy (F N K : Matrix ι ι ℝ) (t : ℝ) :
    HasDerivAt (energy F N K) (energy F (comm K N) K t) t := by
  -- the trace is linear, so it commutes with the derivative
  have key : ∀ (f : ℝ → Matrix ι ι ℝ) (f' : Matrix ι ι ℝ), HasDerivAt f f' t →
      HasDerivAt (fun s => trace (f s)) (trace f') t := fun f f' hf =>
    (LinearMap.toContinuousLinearMap
      (Matrix.traceLinearMap ι ℝ ℝ)).hasFDerivAt.comp_hasDerivAt t hf
  have h1 := hasDerivAt_exp_smul_const K t
  have h2 := hasDerivAt_exp_smul_const' (-K) t
  have h := ((h1.mul_const N).mul h2).const_mul F
  refine (key _ _ h).congr_deriv ?_
  -- write both sides with the same exponentials, then compare them as noncommutative products
  change trace (F * (NormedSpace.exp (t • K) * K * N * NormedSpace.exp (t • (-K))
      + NormedSpace.exp (t • K) * N * (-K * NormedSpace.exp (t • (-K)))))
    = trace (F * (NormedSpace.exp (t • K) * (K * N - N * K) * NormedSpace.exp (t • (-K))))
  generalize NormedSpace.exp (t • K) = U
  generalize NormedSpace.exp (t • (-K)) = V
  congr 1
  noncomm_ring
```

## (b) Second derivative at the starting point

Show that
$$E_N''(0)=C(K).$$

Applying (a) twice gives $E_N''(t)=E_{[K,[K,N]]}(t)$. At $t=0$ both exponentials are the identity, which leaves $\operatorname{tr}(F[K,[K,N]])$.

The Lean statement says that `deriv (energy F N K)` has derivative `curvature F N K` at `0`. Like (a), it holds for all real $F$, $N$ and $K$.

```lean
/-- The second derivative of the energy at `t = 0` is `tr(F [K, [K, N]])`. -/
theorem hasDerivAt_deriv_energy (F N K : Matrix ι ι ℝ) :
    HasDerivAt (deriv (energy F N K)) (curvature F N K) 0 := by
  have h : deriv (energy F N K) = energy F (comm K N) K :=
    funext fun t => (hasDerivAt_energy F N K t).deriv
  rw [h]
  refine (hasDerivAt_energy F (comm K N) K 0).congr_deriv ?_
  simp [energy, curvature, NormedSpace.exp_zero]
```

## (c) Moving a commutator under the trace

Show that
$$\operatorname{tr}(A[B,C])=\operatorname{tr}([A,B]C).$$

The left side is $\operatorname{tr}(ABC)-\operatorname{tr}(ACB)$. By cyclicity $\operatorname{tr}(ACB)=\operatorname{tr}(BAC)$, so the difference is $\operatorname{tr}((AB-BA)C)$. The rewrite with `Matrix.trace_mul_comm` is this cyclic step.

```lean
omit [DecidableEq ι] in
/-- Under the trace a commutator can be moved from one factor to the other:
`tr(A [B, C]) = tr([A, B] C)`. -/
theorem trace_mul_comm_eq (A B C : Matrix ι ι ℝ) :
    trace (A * comm B C) = trace (comm A B * C) := by
  unfold comm
  rw [mul_sub, sub_mul, trace_sub, trace_sub, ← mul_assoc, ← mul_assoc,
    Matrix.trace_mul_comm (A * C) B, ← mul_assoc]
```

## (d) The curvature in orbital energies and occupations

For diagonal $F$ and $N$ and antisymmetric $K$, show that
$$C(K)=\sum_{p,q}(e_p-e_q)(n_q-n_p)K_{pq}^2.$$

By (c),
$$C(K)=\operatorname{tr}([F,K][K,N])=\sum_{p,q}[F,K]_{pq}[K,N]_{qp}.$$
The entries are
$$[F,K]_{pq}=(e_p-e_q)K_{pq},\qquad [K,N]_{qp}=(n_p-n_q)K_{qp}.$$
Antisymmetry, $K_{qp}=-K_{pq}$, turns the second into $(n_q-n_p)K_{pq}$, and the product is the stated summand. The sum runs over ordered pairs, so each pair of distinct orbitals appears twice.

The facts `h1`, `h2` and `h3` are the two commutator entries and the antisymmetry relation.

```lean
/-- For orbital energies `e`, occupations `n` and an antisymmetric generator `K`, the curvature
is the sum over all `p, q` of `(e_p - e_q) (n_q - n_p) K_pq ^ 2`. -/
theorem curvature_eq_sum (e n : ι → ℝ) (K : Matrix ι ι ℝ) (hK : Kᵀ = -K) :
    curvature (diagonal e) (diagonal n) K =
      ∑ p, ∑ q, (e p - e q) * (n q - n p) * K p q ^ 2 := by
  unfold curvature
  rw [trace_mul_comm_eq]
  simp only [Matrix.trace, Matrix.diag_apply, Matrix.mul_apply]
  refine Finset.sum_congr rfl fun p _ => Finset.sum_congr rfl fun q _ => ?_
  -- both commutators with a diagonal matrix are explicit
  have h1 : comm (diagonal e) K p q = (e p - e q) * K p q := by
    simp only [comm, Matrix.sub_apply, Matrix.diagonal_mul, Matrix.mul_diagonal]
    ring
  have h2 : comm K (diagonal n) q p = (n p - n q) * K q p := by
    simp only [comm, Matrix.sub_apply, Matrix.diagonal_mul, Matrix.mul_diagonal]
    ring
  have h3 : K q p = -K p q := congrFun (congrFun hK p) q
  rw [h1, h2, h3]
  ring
```

## (e) Antisymmetry of a pair rotation

Show that
$$(R^{pq})^T=-R^{pq}.$$

Exchanging $a$ and $b$ in the entry formula gives
$$R^{pq}_{ba}=\delta_{bp}\delta_{aq}-\delta_{bq}\delta_{ap}=-R^{pq}_{ab}.$$

```lean
omit [Fintype ι] in
/-- The generator of a pair rotation is antisymmetric. -/
theorem pairRotation_transpose (p q : ι) :
    (pairRotation p q)ᵀ = -pairRotation p q := by
  ext a b
  simp only [pairRotation, Matrix.transpose_apply, Matrix.neg_apply, Matrix.of_apply]
  ring
```

## (f) Curvature of a single pair

Show that
$$C(R^{pq})=2(e_p-e_q)(n_q-n_p).$$

If $p=q$, both sides vanish. Otherwise only the entries $(p,q)$ and $(q,p)$ of $R^{pq}$ are nonzero, each with square $1$. Their two terms in (d) are equal, which gives the factor $2$. For a doubly occupied $p$ and an empty $q$, the result is $4(e_q-e_p)$.

The proof separates the same two cases; `hsq` gives the squared entries when $p\neq q$.

```lean
/-- Rotating the single pair `p, q` gives the curvature `2 (e_p - e_q) (n_q - n_p)`. -/
theorem curvature_pairRotation (e n : ι → ℝ) (p q : ι) :
    curvature (diagonal e) (diagonal n) (pairRotation p q) =
      2 * ((e p - e q) * (n q - n p)) := by
  rw [curvature_eq_sum e n _ (pairRotation_transpose p q)]
  rcases eq_or_ne p q with rfl | h
  · simp [pairRotation]
  · -- only the entries (p, q) and (q, p) contribute
    have hsq : ∀ a b, pairRotation p q a b ^ 2 =
        (if a = p then 1 else 0) * (if b = q then 1 else 0)
          + (if a = q then 1 else 0) * (if b = p then 1 else 0) := by
      intro a b
      by_cases h1 : a = p <;> by_cases h2 : a = q <;> by_cases h3 : b = p <;>
        by_cases h4 : b = q <;> simp_all [pairRotation]
    simp only [hsq, mul_add, Finset.sum_add_distrib, mul_ite, mul_one, mul_zero,
      Finset.sum_ite_eq', Finset.mem_univ, if_true]
    ring
```

## (g) The sign of one pair

Suppose the occupations are in aufbau order: $e_p<e_q$ implies $n_p\ge n_q$ for all $p,q$. Show that
$$(e_p-e_q)(n_q-n_p)\ge 0.$$

If $e_p<e_q$, both factors are nonpositive. If $e_p=e_q$, the product is zero. If $e_p>e_q$, the hypothesis with the labels exchanged makes both factors nonnegative. These are the three cases of `lt_trichotomy`. The hypothesis does not compare the occupations of degenerate orbitals with each other, but it still compares each of them with the occupations at other energies.

```lean
omit [Fintype ι] [DecidableEq ι] in
/-- If a lower orbital energy never goes with a smaller occupation, then
`(e_p - e_q) (n_q - n_p)` is nonnegative for every pair of orbitals. -/
theorem pair_nonneg {e n : ι → ℝ} (h : ∀ p q, e p < e q → n q ≤ n p) (p q : ι) :
    0 ≤ (e p - e q) * (n q - n p) := by
  rcases lt_trichotomy (e p) (e q) with hlt | heq | hgt
  · exact mul_nonneg_of_nonpos_of_nonpos (by linarith) (by linarith [h p q hlt])
  · simp [heq]
  · exact mul_nonneg (by linarith) (by linarith [h q p hgt])
```

## (h) The aufbau criterion

Show that
$$\bigl(C(K)\ge0\ \text{for all }K^T=-K\bigr)\iff\bigl(e_p<e_q\Rightarrow n_p\ge n_q\ \text{for all }p,q\bigr).$$

In aufbau order, (g) makes every term in (d) nonnegative, hence also the sum. Conversely, suppose $e_p<e_q$ but $n_p<n_q$. Then (f) gives $C(R^{pq})=2(e_p-e_q)(n_q-n_p)<0$, so rotating this one pair is a direction of negative curvature.

The Lean proof takes the converse first, testing the hypothesis on `pairRotation p q`; `nlinarith` finds the sign contradiction.

```lean
/-- The curvature is nonnegative for every antisymmetric generator if and only if the
occupations are in aufbau order: `e_p < e_q` implies `n_p ≥ n_q`. -/
theorem curvature_nonneg_iff_aufbau (e n : ι → ℝ) :
    (∀ K : Matrix ι ι ℝ, Kᵀ = -K → 0 ≤ curvature (diagonal e) (diagonal n) K) ↔
      ∀ p q, e p < e q → n q ≤ n p := by
  constructor
  · -- a pair that violates the order is a direction of negative curvature
    intro H p q hpq
    have h := H (pairRotation p q) (pairRotation_transpose p q)
    rw [curvature_pairRotation] at h
    by_contra hn
    have hn' : n p < n q := lt_of_not_ge hn
    nlinarith [mul_pos (sub_pos.2 hpq) (sub_pos.2 hn')]
  · intro h K hK
    rw [curvature_eq_sum e n K hK]
    exact Finset.sum_nonneg fun p _ => Finset.sum_nonneg fun q _ =>
      mul_nonneg (pair_nonneg h p q) (sq_nonneg _)
```

## (i) Directions of zero curvature

In aufbau order, for antisymmetric $K$, show that
$$C(K)=0\iff\bigl(e_p\ne e_q\ \text{and}\ n_p\ne n_q\Rightarrow K_{pq}=0\ \text{for all }p,q\bigr).$$

A sum of nonnegative terms vanishes exactly when every term does. The term $(e_p-e_q)(n_q-n_p)K_{pq}^2$ vanishes exactly when $e_p=e_q$, $n_p=n_q$ or $K_{pq}=0$, which is the condition on the right. Rotations among equally occupied orbitals, or among degenerate ones, therefore have zero curvature.

In the forward direction, `Finset.sum_eq_zero_iff_of_nonneg` is used twice, once for each summation index. The reverse direction checks the three ways in which a term can vanish.

```lean
/-- In aufbau order, the curvature along an antisymmetric `K` vanishes if and only if `K` couples
no two orbitals that differ both in energy and in occupation. -/
theorem curvature_eq_zero_iff (e n : ι → ℝ) (h : ∀ p q, e p < e q → n q ≤ n p)
    (K : Matrix ι ι ℝ) (hK : Kᵀ = -K) :
    curvature (diagonal e) (diagonal n) K = 0 ↔
      ∀ p q, e p ≠ e q → n p ≠ n q → K p q = 0 := by
  have hterm : ∀ p q, 0 ≤ (e p - e q) * (n q - n p) * K p q ^ 2 := fun p q =>
    mul_nonneg (pair_nonneg h p q) (sq_nonneg _)
  rw [curvature_eq_sum e n K hK]
  constructor
  · -- a vanishing sum of nonnegative terms vanishes term by term
    intro h0 p q he hn
    have h1 := (Finset.sum_eq_zero_iff_of_nonneg
      (fun a _ => Finset.sum_nonneg fun b _ => hterm a b)).1 h0 p (Finset.mem_univ p)
    have h2 := (Finset.sum_eq_zero_iff_of_nonneg
      (fun b _ => hterm p b)).1 h1 q (Finset.mem_univ q)
    have h3 : (e p - e q) * (n q - n p) ≠ 0 :=
      mul_ne_zero (sub_ne_zero.2 he) (sub_ne_zero.2 hn.symm)
    exact pow_eq_zero_iff (two_ne_zero) |>.1 ((mul_eq_zero.1 h2).resolve_left h3)
  · intro h0
    refine Finset.sum_eq_zero fun p _ => Finset.sum_eq_zero fun q _ => ?_
    by_cases he : e p = e q
    · simp [he]
    · by_cases hn : n p = n q
      · simp [hn]
      · simp [h0 p q he hn]

end

end OrbitalRotationStability
```

```lean
#print axioms OrbitalRotationStability.hasDerivAt_deriv_energy
#print axioms OrbitalRotationStability.curvature_nonneg_iff_aufbau
#print axioms OrbitalRotationStability.curvature_eq_zero_iff
```

```
'OrbitalRotationStability.hasDerivAt_deriv_energy' depends on axioms: [propext, Classical.choice, Quot.sound]
'OrbitalRotationStability.curvature_nonneg_iff_aufbau' depends on axioms: [propext, Classical.choice, Quot.sound]
'OrbitalRotationStability.curvature_eq_zero_iff' depends on axioms: [propext, Classical.choice, Quot.sound]
```
